# The compressibility sum rule for an electron gas with a prescribed long-wavelength local-field factor

Let \(\varepsilon(q)\) be the static dielectric function of a three-dimensional uniform electron gas at zero temperature and wave number \(q\), let \(n\) be its density and \(K\) its compressibility, assumed finite. Then, in atomic units,

\[
\lim_{q\to0^+} q^2\bigl(\varepsilon(q)-1\bigr)=4\pi n^2K ,
\]

provided that the local-field factor, which carries exchange and correlation into the response, has the small-\(q\) behaviour fixed by the curvature of the exchange-correlation energy. That behaviour is a hypothesis here. It is not derived from the many-electron Hamiltonian.

## Screening at long wavelength

A slowly varying potential pushes electrons from one region to another. Apart from the electrostatic energy of the displaced charge, the energy cost is set by how hard the gas is to compress. A soft gas screens well. The sum rule expresses this: when \(K>0\), the screened interaction \(4\pi/(q^2\varepsilon)\) tends to the finite value \(1/(n^2K)\), although the bare one diverges.

In three dimensions and atomic units the Coulomb interaction is \(v(q)=4\pi/q^2\). Let \(\chi_0(q)\) be the static density response of non-interacting electrons and \(G(q)\) the local-field factor. The proper response \(\tilde\chi\), which is the response to the screened potential, and the dielectric function are

\[
\tilde\chi=\frac{\chi_0}{1+vG\chi_0},\qquad \varepsilon=1-v\tilde\chi .
\]

Two constants describe long wavelengths. The first, \(N_0>0\), is the density of states per volume at the Fermi level for both spins together, and \(\chi_0\to-N_0\). The second, \(f\), is the strength of the exchange-correlation interaction between slow density changes. It enters through \(-vG\to f\), or equivalently \(G/q^2\to-f/(4\pi)\).

The same constants appear in thermodynamics. Write the energy per volume as \(e(n)=e_0(n)+e_{xc}(n)\), the non-interacting part plus exchange and correlation. The electrostatic energy of the mean density is cancelled by the neutralising background. Then \(e_0''=1/N_0\), since adding density \(dn\) raises the Fermi level by \(dn/N_0\), and \(e_{xc}''=f\).

## The dielectric limit

For \(q\neq0\) we have \(q^2v=4\pi\), so

\[
q^2(\varepsilon-1)=-q^2v\,\tilde\chi=\frac{-4\pi\chi_0}{1+vG\chi_0}.
\]

In the denominator, \(vG=4\pi\,G/q^2\to-f\). Therefore

\[
1+vG\chi_0\to1+(-f)(-N_0)=1+N_0f .
\]

The numerator tends to \(4\pi N_0\). If \(1+N_0f\neq0\), the quotient has the limit

\[
q^2(\varepsilon-1)\to\frac{4\pi N_0}{1+N_0f}.
\]

With \(G=0\), and hence \(f=0\), this is the Thomas–Fermi value \(4\pi N_0\).

## The same number from the pressure

A volume \(V\) with \(N\) electrons has energy \(V\,e(N/V)\). Minus its derivative with respect to \(V\) at fixed \(N\) is the pressure

\[
P=n e'(n)-e(n).
\]

Differentiating gives \(dP/dn=e'+ne''-e'=ne''\). The compressibility is

\[
K=\frac{1}{n\,dP/dn}=\frac{1}{n^2e''},
\]

and with \(e''=1/N_0+f=(1+N_0f)/N_0\) we find

\[
n^2K=\frac{N_0}{1+N_0f}.
\]

Multiplying by \(4\pi\) reproduces the dielectric limit, which is the sum rule.

## Reading the limit backwards, and the point where it fails

Put \(S(q)=q^2(\varepsilon(q)-1)\). Where \(S\) and \(\chi_0\) are nonzero, the formula for \(S\) can be solved for the local-field factor:

\[
vG=-\frac{4\pi}{S}-\frac1{\chi_0},\qquad
\frac{G}{q^2}=-\frac1S-\frac1{4\pi\chi_0}.
\]

If \(S\to4\pi N_0/(1+N_0f)\) and \(\chi_0\to-N_0\), then

\[
\frac{G}{q^2}\to-\frac{1+N_0f}{4\pi N_0}+\frac1{4\pi N_0}=-\frac{f}{4\pi}.
\]

So, once \(\chi_0\to-N_0\) and \(1+N_0f\neq0\) are granted, the assumed behaviour of \(G\) is equivalent to the dielectric limit.

If \(1+N_0f=0\), the total curvature \(e''\) vanishes, and a small uniform compression leaves the pressure unchanged to first order. The numerator of \(S\) still tends to \(4\pi N_0\neq0\), while the denominator tends to zero. As long as the denominator is nonzero at all small \(q>0\), \(|S|\) grows without bound. The absolute value is needed because the denominator may approach zero from either side.

## What the Lean theorem says

The main theorem is `compressibility_sum_rule`. Its objects correspond to the physics as follows.

- `χ₀` and `G` are arbitrary real functions of the wave number. No Lindhard function or particular model of \(G\) is built in.
- `coulomb`, `properResponse` and `dielectric` are the formulas above, and they fix the units and the signs.
- `e₀` and `exc` are real functions of density, and `pressure` and `compressibility` are computed from their sum.
- `𝓝[>] 0` means that \(q\) approaches zero through positive values.

The hypotheses `hn`, `hN` and `hf` say that \(n>0\), \(N_0>0\) and \(1+N_0f\neq0\). Negative values of \(1+N_0f\) are allowed, in which case \(K\) is negative. `he₀` and `hexc` ask that both energy densities be differentiable near \(n\), while `h₀` and `hxc` give their second derivatives at \(n\) itself. `hχ` and `hG` are the two long-wavelength limits.

The physical link between response and thermodynamics lies in the repeated letters: the same `N₀` occurs in `h₀` and `hχ`, and the same `f` in `hxc` and `hG`. A many-body derivation would obtain these agreements from the energy of a slowly modulated gas. The theorem takes them as given and shows that the dielectric function and the pressure then yield one number. The setting is purely static, with frequency set to zero before \(q\) is made small.

For the uniform gas in static linear response, this gives a test of a model local-field factor used in electronic-structure work: its \(q^2\) coefficient should equal \(-1/(4\pi)\) times the second derivative of the exchange-correlation energy density used alongside it.

```lean
import Mathlib

open Filter Topology Real

namespace ElectronGasCompressibility

noncomputable section

/-- The Coulomb interaction `4π/q²` in atomic units, for wave number `q ≠ 0`. -/
def coulomb (q : ℝ) : ℝ := 4 * π / q ^ 2

/-- The proper static density response `χ₀/(1 + v G χ₀)` with local-field factor `G`,
for wave numbers where `q ≠ 0` and the denominator is nonzero. -/
def properResponse (χ₀ G : ℝ → ℝ) (q : ℝ) : ℝ :=
  χ₀ q / (1 + coulomb q * G q * χ₀ q)

/-- The static dielectric function: one minus the Coulomb interaction times the proper
response, on the domain of the latter. -/
def dielectric (χ₀ G : ℝ → ℝ) (q : ℝ) : ℝ :=
  1 - coulomb q * properResponse χ₀ G q

/-- The pressure `n e'(n) - e(n)` of a gas with energy per volume `e(n)`. -/
def pressure (e : ℝ → ℝ) (n : ℝ) : ℝ := n * deriv e n - e n

/-- The compressibility `1/(n dP/dn)` at density `n`, for `n` and `dP/dn` nonzero. -/
def compressibility (e : ℝ → ℝ) (n : ℝ) : ℝ := 1 / (n * deriv (pressure e) n)

/-- At nonzero wave number, `q²(ε - 1)` equals `-4π χ₀/(1 + v G χ₀)`. -/
theorem sq_mul_dielectric_sub_one (χ₀ G : ℝ → ℝ) {q : ℝ} (hq : q ≠ 0) :
    q ^ 2 * (dielectric χ₀ G q - 1) =
      (-(4 * π) * χ₀ q) / (1 + coulomb q * G q * χ₀ q) := by
  have hv : q ^ 2 * coulomb q = 4 * π := by
    unfold coulomb
    field_simp
  unfold dielectric properResponse
  linear_combination (-(χ₀ q / (1 + coulomb q * G q * χ₀ q))) * hv

/-- If `χ₀ → -N₀` and `G/q² → -f/(4π)` at long wavelength, then the local-field
denominator `1 + v G χ₀` tends to `1 + N₀ f`. -/
theorem tendsto_denominator {χ₀ G : ℝ → ℝ} {N₀ f : ℝ}
    (hχ : Tendsto χ₀ (𝓝[>] 0) (𝓝 (-N₀)))
    (hG : Tendsto (fun q => G q / q ^ 2) (𝓝[>] 0) (𝓝 (-f / (4 * π)))) :
    Tendsto (fun q => 1 + coulomb q * G q * χ₀ q) (𝓝[>] 0) (𝓝 (1 + N₀ * f)) := by
  have hvG : Tendsto (fun q => coulomb q * G q) (𝓝[>] 0) (𝓝 (-f)) := by
    have h := hG.const_mul (4 * π)
    have e : 4 * π * (-f / (4 * π)) = -f := by field_simp
    rw [e] at h
    refine h.congr (fun q => ?_)
    unfold coulomb
    ring
  rw [show 1 + N₀ * f = 1 + (-f) * (-N₀) by ring]
  exact (hvG.mul hχ).const_add 1

/-- If `χ₀ → -N₀`, `G/q² → -f/(4π)` and `1 + N₀ f ≠ 0`, then `q²(ε - 1)` tends to
`4π N₀/(1 + N₀ f)` at long wavelength. -/
theorem tendsto_dielectric {χ₀ G : ℝ → ℝ} {N₀ f : ℝ} (hf : 1 + N₀ * f ≠ 0)
    (hχ : Tendsto χ₀ (𝓝[>] 0) (𝓝 (-N₀)))
    (hG : Tendsto (fun q => G q / q ^ 2) (𝓝[>] 0) (𝓝 (-f / (4 * π)))) :
    Tendsto (fun q => q ^ 2 * (dielectric χ₀ G q - 1)) (𝓝[>] 0)
      (𝓝 (4 * π * N₀ / (1 + N₀ * f))) := by
  have h := (hχ.const_mul (-(4 * π))).div (tendsto_denominator hχ hG) hf
  rw [show 4 * π * N₀ = -(4 * π) * (-N₀) by ring]
  refine h.congr' ?_
  filter_upwards [self_mem_nhdsWithin] with q hq
  have hq' : 0 < q := hq
  exact (sq_mul_dielectric_sub_one χ₀ G hq'.ne').symm

/-- If the energy density `e` is differentiable at `n` and `e'` has derivative `b` there,
then the pressure has derivative `n b`. -/
theorem hasDerivAt_pressure {e : ℝ → ℝ} {n b : ℝ} (he : DifferentiableAt ℝ e n)
    (hb : HasDerivAt (deriv e) b n) : HasDerivAt (pressure e) (n * b) n := by
  have h := ((hasDerivAt_id' n).fun_mul hb).fun_sub he.hasDerivAt
  exact h.congr_deriv (by ring)

/-- Let the energy density be `e₀ + exc`, both parts differentiable near `n > 0`, with second
derivatives `1/N₀` and `f` at `n`, `N₀ > 0` and `1 + N₀ f ≠ 0`. Then the compressibility `K`
satisfies `n² K = N₀/(1 + N₀ f)`. -/
theorem sq_mul_compressibility {e₀ exc : ℝ → ℝ} {n N₀ f : ℝ} (hn : 0 < n) (hN : 0 < N₀)
    (hf : 1 + N₀ * f ≠ 0)
    (he₀ : ∀ᶠ x in 𝓝 n, DifferentiableAt ℝ e₀ x)
    (hexc : ∀ᶠ x in 𝓝 n, DifferentiableAt ℝ exc x)
    (h₀ : HasDerivAt (deriv e₀) (1 / N₀) n) (hxc : HasDerivAt (deriv exc) f n) :
    n ^ 2 * compressibility (fun x => e₀ x + exc x) n = N₀ / (1 + N₀ * f) := by
  -- the chemical potentials add near `n`, hence so do their slopes
  have hμ : HasDerivAt (deriv (fun x => e₀ x + exc x)) (1 / N₀ + f) n := by
    refine (h₀.fun_add hxc).congr_of_eventuallyEq ?_
    filter_upwards [he₀, hexc] with x hx hy
    exact (hx.hasDerivAt.fun_add hy.hasDerivAt).deriv
  have hd : DifferentiableAt ℝ (fun x => e₀ x + exc x) n :=
    (he₀.self_of_nhds.hasDerivAt.fun_add hexc.self_of_nhds.hasDerivAt).differentiableAt
  have hs : 1 / N₀ + f = (1 + N₀ * f) / N₀ := by field_simp
  unfold compressibility
  rw [(hasDerivAt_pressure hd hμ).deriv, hs]
  field_simp

/-- **Compressibility sum rule.** Let the energy density `e₀ + exc` have parts differentiable near
`n > 0` with second derivatives `1/N₀` and `f` at `n`, where `N₀ > 0` and `1 + N₀ f ≠ 0`. If
`χ₀ → -N₀` and `G/q² → -f/(4π)`, then `q²(ε - 1)` tends to `4π n² K` as `q → 0⁺`, with `K` the
compressibility. -/
theorem compressibility_sum_rule {e₀ exc χ₀ G : ℝ → ℝ} {n N₀ f : ℝ} (hn : 0 < n)
    (hN : 0 < N₀) (hf : 1 + N₀ * f ≠ 0)
    (he₀ : ∀ᶠ x in 𝓝 n, DifferentiableAt ℝ e₀ x)
    (hexc : ∀ᶠ x in 𝓝 n, DifferentiableAt ℝ exc x)
    (h₀ : HasDerivAt (deriv e₀) (1 / N₀) n) (hxc : HasDerivAt (deriv exc) f n)
    (hχ : Tendsto χ₀ (𝓝[>] 0) (𝓝 (-N₀)))
    (hG : Tendsto (fun q => G q / q ^ 2) (𝓝[>] 0) (𝓝 (-f / (4 * π)))) :
    Tendsto (fun q => q ^ 2 * (dielectric χ₀ G q - 1)) (𝓝[>] 0)
      (𝓝 (4 * π * (n ^ 2 * compressibility (fun x => e₀ x + exc x) n))) := by
  rw [sq_mul_compressibility hn hN hf he₀ hexc h₀ hxc, ← mul_div_assoc]
  exact tendsto_dielectric hf hχ hG

/-- Converse: if `χ₀ → -N₀` and `q²(ε - 1) → 4π N₀/(1 + N₀ f)`, with `N₀` and `1 + N₀ f` nonzero,
then the local-field factor obeys `G/q² → -f/(4π)`, all limits being `q → 0⁺`. -/
theorem localField_of_dielectric {χ₀ G : ℝ → ℝ} {N₀ f : ℝ} (hN : N₀ ≠ 0)
    (hf : 1 + N₀ * f ≠ 0) (hχ : Tendsto χ₀ (𝓝[>] 0) (𝓝 (-N₀)))
    (h : Tendsto (fun q => q ^ 2 * (dielectric χ₀ G q - 1)) (𝓝[>] 0)
      (𝓝 (4 * π * N₀ / (1 + N₀ * f)))) :
    Tendsto (fun q => G q / q ^ 2) (𝓝[>] 0) (𝓝 (-f / (4 * π))) := by
  have hπ : 4 * π ≠ 0 := by positivity
  have hL : 4 * π * N₀ / (1 + N₀ * f) ≠ 0 := div_ne_zero (mul_ne_zero hπ hN) hf
  have hc : 4 * π * (-N₀) ≠ 0 := mul_ne_zero hπ (neg_ne_zero.2 hN)
  have hlim := (h.inv₀ hL).neg.sub ((hχ.const_mul (4 * π)).inv₀ hc)
  have e : -(4 * π * N₀ / (1 + N₀ * f))⁻¹ - (4 * π * (-N₀))⁻¹ = -f / (4 * π) := by
    rw [inv_div, mul_neg, inv_neg]
    field_simp
    ring
  rw [e] at hlim
  have hs : ∀ᶠ q in 𝓝[>] (0 : ℝ), q ^ 2 * (dielectric χ₀ G q - 1) ≠ 0 :=
    h.eventually_ne hL
  have hχ0 : ∀ᶠ q in 𝓝[>] (0 : ℝ), χ₀ q ≠ 0 := hχ.eventually_ne (neg_ne_zero.2 hN)
  refine hlim.congr' ?_
  -- solve the dielectric function for the local-field factor
  filter_upwards [self_mem_nhdsWithin, hs, hχ0] with q hq hsq hχq
  have hq' : 0 < q := hq
  have hD : 1 + coulomb q * G q * χ₀ q ≠ 0 := fun h0 =>
    hsq (by rw [sq_mul_dielectric_sub_one χ₀ G hq'.ne', h0, div_zero])
  have hv : G q / q ^ 2 = coulomb q * G q / (4 * π) := by
    unfold coulomb
    field_simp
  rw [sq_mul_dielectric_sub_one χ₀ G hq'.ne', hv]
  generalize coulomb q * G q = w at hD ⊢
  rw [inv_div, neg_mul, div_neg, neg_neg]
  field_simp
  ring

/-- If `1 + N₀ f = 0` with `N₀ ≠ 0`, `χ₀ → -N₀`, `G/q² → -f/(4π)`, and `1 + v G χ₀` is
nonzero at all small `q > 0`, then `|q²(ε - 1)|` grows without bound as `q → 0⁺`. -/
theorem dielectric_diverges {χ₀ G : ℝ → ℝ} {N₀ f : ℝ} (hN : N₀ ≠ 0)
    (hf : 1 + N₀ * f = 0) (hχ : Tendsto χ₀ (𝓝[>] 0) (𝓝 (-N₀)))
    (hG : Tendsto (fun q => G q / q ^ 2) (𝓝[>] 0) (𝓝 (-f / (4 * π))))
    (hD : ∀ᶠ q in 𝓝[>] (0 : ℝ), 1 + coulomb q * G q * χ₀ q ≠ 0) :
    Tendsto (fun q => |q ^ 2 * (dielectric χ₀ G q - 1)|) (𝓝[>] 0) atTop := by
  have hden := (tendsto_denominator hχ hG).abs
  rw [hf, abs_zero] at hden
  have habs : Tendsto (fun q => |1 + coulomb q * G q * χ₀ q|) (𝓝[>] 0) (𝓝[>] 0) :=
    tendsto_nhdsWithin_iff.2 ⟨hden, hD.mono fun q h => abs_pos.2 h⟩
  have hπ : 4 * π ≠ 0 := by positivity
  have hC : 0 < |-(4 * π) * (-N₀)| :=
    abs_pos.2 (mul_ne_zero (neg_ne_zero.2 hπ) (neg_ne_zero.2 hN))
  -- a finite nonzero numerator over a vanishing denominator
  refine ((hχ.const_mul (-(4 * π))).abs.pos_mul_atTop hC
    (tendsto_inv_nhdsGT_zero.comp habs)).congr' ?_
  filter_upwards [self_mem_nhdsWithin] with q hq
  have hq' : 0 < q := hq
  rw [sq_mul_dielectric_sub_one χ₀ G hq'.ne', abs_div, div_eq_mul_inv]
  rfl

end

end ElectronGasCompressibility
```

```lean
#print axioms ElectronGasCompressibility.compressibility_sum_rule
#print axioms ElectronGasCompressibility.localField_of_dielectric
#print axioms ElectronGasCompressibility.dielectric_diverges
```

```
'ElectronGasCompressibility.compressibility_sum_rule' depends on axioms: [propext, Classical.choice, Quot.sound]
'ElectronGasCompressibility.localField_of_dielectric' depends on axioms: [propext, Classical.choice, Quot.sound]
'ElectronGasCompressibility.dielectric_diverges' depends on axioms: [propext, Classical.choice, Quot.sound]
```

## From the algebraic identity to the limit

`sq_mul_dielectric_sub_one` is the first formula of the derivation. Its local fact `hv` is \(q^2v=4\pi\), and `linear_combination` multiplies this by \(-\tilde\chi\) to obtain the claim.

`tendsto_denominator` multiplies the limit of \(G/q^2\) by \(4\pi\) to get \(vG\to-f\), then multiplies by the limit of \(\chi_0\) and adds one. `tendsto_dielectric` takes the quotient of the two limits with `.div`, which is where `hf` is used. The quotient equals \(q^2(\varepsilon-1)\) only for \(q\neq0\), so the proof transfers the limit with `congr'`, which requires agreement only close to zero on the positive side.

## Derivatives of the energy density

`hasDerivAt_pressure` is the product rule, with the two terms \(e'\) cancelling. In `sq_mul_compressibility`, the fact `hμ` states that the derivative of the total energy density has slope \(1/N_0+f\) at \(n\). Differentiating \(e'\) at \(n\) requires knowing \(e'\) at neighbouring densities too, which is why differentiability is assumed near \(n\) and not just at it. The rest is the fraction algebra for \(n^2K\).

`compressibility_sum_rule` then rewrites \(n^2K\) as \(N_0/(1+N_0f)\) and applies `tendsto_dielectric`.

## Solving for \(G\), and the divergence

`localField_of_dielectric` begins with the limit of \(-1/S-1/(4\pi\chi_0)\), named `hlim`, and the equation `e` simplifies its value to \(-f/(4\pi)\). Since the limits of \(S\) and \(\chi_0\) are nonzero, both functions are nonzero at small \(q\); these are `hs` and `hχ0`. The denominator \(1+vG\chi_0\) must then be nonzero as well, because Lean assigns division by zero the value zero, which would make \(S\) vanish. The solved formula for \(G/q^2\) is then confirmed by `field_simp` and `ring`.

In `dielectric_diverges`, `habs` says that the absolute value of the denominator tends to zero through positive values, so its inverse tends to infinity. The absolute value of the numerator has a positive limit by `hC`, and `pos_mul_atTop` combines the two.

## The spin stiffness by the same argument

In an unpolarised gas, let \(m=n_\uparrow-n_\downarrow\) be the difference of the spin densities. Its static response to a field that couples to \(m\) has the form \(\chi_0/(1+vG_s\chi_0)\), with a spin local-field factor \(G_s\). Suppose that \(G_s/q^2\to-f_s/(4\pi)\), where \(f_s\) is the second derivative of the exchange-correlation energy density with respect to \(m\) at \(m=0\). The denominator then tends to \(1+N_0f_s\), and if this is nonzero,

\[
-\frac{\chi_0}{1+vG_s\chi_0}\to\frac{N_0}{1+N_0f_s}=\frac{1}{1/N_0+f_s}.
\]

The last denominator is the spin stiffness, the curvature of the total energy density in \(m\). Its non-interacting part is again \(1/N_0\). The file itself treats only the density response, but `tendsto_denominator` has exactly the form that this limit needs.
